# The adiabatic connection without continuity assumptions

If for every coupling strength \(s\in[0,1]\) a state \(x_s\) minimises \(T+sW\) over a fixed set of states, with minimum \(F_s\), then \(g(s)=W(x_s)\) is integrable and
\[F_1-F_0=\int_0^1 g(s)\,ds .\]
The minimisers may be degenerate and may jump as \(s\) varies.

## Setting

Trial states \(y\) belong to an arbitrary type `X` with no topology or linear structure, `S` is the set of admissible states, and \(T\), \(W\) are real functionals, physically the kinetic and interaction energies. The couplings range over \([a,b]\), written `Icc a b`, and `x s` is \(x_s\).

```lean
import Mathlib

open Set MeasureTheory Matrix

namespace AdiabaticConnection

noncomputable section

variable {X : Type*} {S : Set X} {T W : X → ℝ} {a b : ℝ} {x : ℝ → X}
```

The coupled energy is \(E_s(y)=T(y)+sW(y)\), so \(F_s=E_s(x_s)\) reads `energy T W s (x s)`.

```lean
/-- Energy `T + s W` of the trial state `y` at coupling strength `s`. -/
def energy (T W : X → ℝ) (s : ℝ) (y : X) : ℝ := T y + s * W y
```

An adiabatic path has \(x_s\in S\) and \(E_s(x_s)\le E_s(y)\) for all \(y\in S\) and \(s\in[a,b]\). The existence of these minimisers is assumed, not derived.

```lean
/-- For every coupling `s ∈ [a, b]` the state `x s` lies in `S` and minimises `T + s W` over `S`. -/
def IsAdiabaticPath (S : Set X) (T W : X → ℝ) (a b : ℝ) (x : ℝ → X) : Prop :=
  ∀ s ∈ Icc a b, x s ∈ S ∧ ∀ y ∈ S, energy T W s (x s) ≤ energy T W s y
```

## (a) Two-sided bound

*Task.* For any \(s,t\in[a,b]\), in either order, show \((t-s)\,g(t)\le F_t-F_s\le(t-s)\,g(s)\).

*Solution.* Since \(E_t(y)-E_s(y)=(t-s)W(y)\), using \(x_t\) as a trial state at coupling \(s\) gives
\[F_s\le E_s(x_t)=F_t-(t-s)\,g(t),\]
and using \(x_s\) at coupling \(t\) gives
\[F_t\le E_t(x_s)=F_s+(t-s)\,g(s).\]
These two variational inequalities are `h1` and `h2`, and `linarith` rearranges them.

```lean
/-- The change of the minimum between couplings `s` and `t` lies between `(t - s) W(x t)`
and `(t - s) W(x s)`. -/
theorem energy_sandwich (h : IsAdiabaticPath S T W a b x) {s t : ℝ}
    (hs : s ∈ Icc a b) (ht : t ∈ Icc a b) :
    (t - s) * W (x t) ≤ energy T W t (x t) - energy T W s (x s) ∧
      energy T W t (x t) - energy T W s (x s) ≤ (t - s) * W (x s) := by
  -- each minimiser serves as a trial state at the other coupling
  have h1 := (h s hs).2 _ (h t ht).1
  have h2 := (h t ht).2 _ (h s hs).1
  unfold energy at *
  constructor <;> linarith
```

## (b) Monotonicity

*Task.* Show that \(g(t)\le g(s)\) whenever \(s\le t\) in \([a,b]\).

*Solution.* For \(s=t\) there is nothing to prove. For \(s<t\), chaining the bounds of (a) gives \((t-s)\,g(t)\le(t-s)\,g(s)\), and the positive factor cancels, which is `le_of_mul_le_mul_left`. `AntitoneOn` means non-increasing on the given set.

```lean
/-- The interaction energy `W(x s)` of the minimiser does not increase with the coupling. -/
theorem interaction_antitone (h : IsAdiabaticPath S T W a b x) :
    AntitoneOn (fun s => W (x s)) (Icc a b) := by
  intro s hs t ht hst
  rcases hst.eq_or_lt with rfl | hlt
  · exact le_rfl
  · obtain ⟨h1, h2⟩ := energy_sandwich h hs ht
    exact le_of_mul_le_mul_left (h1.trans h2) (sub_pos.mpr hlt)
```

## (c) Integrability

*Task.* Show that \(g\) is integrable between any two couplings in \([a,b]\).

*Solution.* The interval between them lies in \([a,b]\), so \(g\) is non-increasing there. A monotone function on a closed bounded interval is measurable and bounded by its endpoint values, hence integrable. `IntervalIntegrable` with `volume` refers to the Lebesgue integral, and measurability of \(g\) is a consequence of (b), not a hypothesis.

```lean
/-- The interaction energy `W(x s)` is integrable between any two couplings in `[a, b]`. -/
theorem interaction_integrable (h : IsAdiabaticPath S T W a b x) {s t : ℝ}
    (hs : s ∈ Icc a b) (ht : t ∈ Icc a b) :
    IntervalIntegrable (fun u => W (x u)) volume s t :=
  ((interaction_antitone h).mono (uIcc_subset_Icc hs ht)).intervalIntegrable
```

## (d) Telescoping

*Task.* Let \(a\le b\) and let \(D\), \(g\) be any real functions with \(|D(t)-D(s)|\le(t-s)\,(g(s)-g(t))\) for all \(s\le t\) in \([a,b]\). Show \(D(b)=D(a)\).

*Solution.* Take a step \(\delta\ge0\) and points \(s_k=a+k\delta\le b\), \(k=0,1,\dots\) Induction on \(k\) gives \(|D(s_k)-D(a)|\le\delta\,(g(a)-g(s_k))\). Both sides vanish at \(k=0\), and the triangle inequality supplies the step:
\[|D(s_{k+1})-D(a)|\le\delta\,(g(a)-g(s_k))+\delta\,(g(s_k)-g(s_{k+1}))=\delta\,(g(a)-g(s_{k+1})).\]
This is `tele`. Set \(d=|D(b)-D(a)|\) and \(C=(b-a)(g(a)-g(b))\). For a natural number \(n\), the choice \(\delta=(b-a)/(n+1)\) and \(k=n+1\) reaches \(b\) and yields \((n+1)\,d\le C\), which is `key`. If \(d>0\), `exists_nat_gt` supplies \(n\) with \(C<nd\). Then \((n+1)\,d<nd\), a contradiction.

```lean
/-- For `a ≤ b`, if the absolute change of `D` over every subinterval `[s, t]` of `[a, b]` is bounded by
`(t - s)(g s - g t)`, then `D` takes the same value at `a` and `b`. -/
theorem eq_of_local_bound {D g : ℝ → ℝ} (hab : a ≤ b)
    (hD : ∀ s ∈ Icc a b, ∀ t ∈ Icc a b, s ≤ t → |D t - D s| ≤ (t - s) * (g s - g t)) :
    D b = D a := by
  -- telescoping over equal steps of length `δ`
  have tele : ∀ δ : ℝ, 0 ≤ δ → ∀ k : ℕ, a + k * δ ≤ b →
      |D (a + k * δ) - D a| ≤ δ * (g a - g (a + k * δ)) := by
    intro δ hδ k
    induction k with
    | zero => intro _; simp
    | succ k ih =>
      intro hk
      have e : a + ((k + 1 : ℕ) : ℝ) * δ = a + k * δ + δ := by push_cast; ring
      rw [e] at hk ⊢
      have hkδ : 0 ≤ (k : ℝ) * δ := by positivity
      have h1 := abs_le.mp (ih (by linarith))
      have h2 := abs_le.mp (hD (a + k * δ) ⟨by linarith, by linarith⟩ (a + k * δ + δ)
        ⟨by linarith, hk⟩ (by linarith))
      rw [add_sub_cancel_left] at h2
      rw [abs_le]
      constructor <;> linarith [h1.1, h1.2, h2.1, h2.2]
  -- refine the partition: the bound tends to zero
  by_contra hne
  have hd : 0 < |D b - D a| := abs_pos.mpr (sub_ne_zero.mpr hne)
  obtain ⟨n, hn⟩ := exists_nat_gt ((b - a) * (g a - g b) / |D b - D a|)
  rw [div_lt_iff₀ hd] at hn
  have hp : (0 : ℝ) < ((n + 1 : ℕ) : ℝ) := by positivity
  have e : a + ((n + 1 : ℕ) : ℝ) * ((b - a) / ((n + 1 : ℕ) : ℝ)) = b := by
    field_simp
    ring
  have key := tele ((b - a) / ((n + 1 : ℕ) : ℝ)) (div_nonneg (sub_nonneg.mpr hab) hp.le)
    (n + 1) e.le
  rw [e, div_mul_eq_mul_div, le_div_iff₀ hp] at key
  push_cast at key
  linarith
```

## (e) The coupling integral

*Task.* For \(a\le b\), show that \(g\) is integrable on \([a,b]\) and \(F_b-F_a=\int_a^b g(s)\,ds\).

*Solution.* Define \(D(s)=F_s-\int_a^s g(u)\,du\). For \(s\le t\), additivity of the integral (`hsub`) gives
\[D(t)-D(s)=(F_t-F_s)-\int_s^t g(u)\,du .\]
By (b), \(g(t)\le g(u)\le g(s)\) for \(u\in[s,t]\), and integrating gives
\[(t-s)\,g(t)\le\int_s^t g(u)\,du\le(t-s)\,g(s),\]
which are `lo` and `up`. By (a), \(F_t-F_s\) lies in the same interval, so the two quantities differ by at most its length \((t-s)(g(s)-g(t))\). Part (d) gives \(D(b)=D(a)=F_a\), which is the claim. For \(a=b\) both sides are zero, and \(a=0\), \(b=1\) is the formula at the top. The argument never differentiates \(F_s\), unlike the route through the Hellmann–Feynman theorem.

```lean
/-- Adiabatic connection: along any path of minimisers on `[a, b]`, `W(x s)` is integrable and
its integral over the coupling equals the difference of the minima at `b` and at `a`. -/
theorem adiabatic_connection (hab : a ≤ b) (h : IsAdiabaticPath S T W a b x) :
    IntervalIntegrable (fun s => W (x s)) volume a b ∧
      energy T W b (x b) - energy T W a (x a) = ∫ s in a..b, W (x s) := by
  have ha : a ∈ Icc a b := ⟨le_rfl, hab⟩
  have hb : b ∈ Icc a b := ⟨hab, le_rfl⟩
  refine ⟨interaction_integrable h ha hb, ?_⟩
  have key := eq_of_local_bound (D := fun s => energy T W s (x s) - ∫ u in a..s, W (x u))
    (g := fun s => W (x s)) hab (by
      intro s hs t ht hst
      obtain ⟨h1, h2⟩ := energy_sandwich h hs ht
      have hsub := intervalIntegral.integral_interval_sub_left
        (interaction_integrable h ha ht) (interaction_integrable h ha hs)
      have hI := interaction_integrable h hs ht
      have hm : ∀ u ∈ Icc s t, u ∈ Icc a b := fun u hu => ⟨hs.1.trans hu.1, hu.2.trans ht.2⟩
      -- the integral obeys the same two bounds as the energy difference
      have lo := intervalIntegral.integral_mono_on (f := fun _ => W (x t)) hst
        (continuous_const.intervalIntegrable _ _) hI
        (fun u hu => interaction_antitone h (hm u hu) ht hu.2)
      have up := intervalIntegral.integral_mono_on (g := fun _ => W (x s)) hst hI
        (continuous_const.intervalIntegrable _ _)
        (fun u hu => interaction_antitone h hs (hm u hu) hu.1)
      rw [intervalIntegral.integral_const, smul_eq_mul] at lo up
      rw [abs_le]
      constructor <;> linarith)
  simp only [intervalIntegral.integral_same, sub_zero] at key
  linarith
```

## (f) The kinetic part

*Task.* On \([0,1]\), show \(T(x_1)-T(x_0)=\int_0^1\big(g(s)-g(1)\big)\,ds\) and that this number is nonnegative.

*Solution.* Here \(F_0=T(x_0)\) and \(F_1=T(x_1)+g(1)\), so (e) gives \(T(x_1)-T(x_0)=\int_0^1 g(s)\,ds-g(1)\), and the constant \(g(1)\) moves under the integral over an interval of length one. For the sign, \(x_1\) as a trial state at \(s=0\) gives \(T(x_0)\le T(x_1)\), which is `h0`. When \(S\) holds all antisymmetric normalised states of one electron density, \(T\) is the kinetic energy and \(W\) the electron repulsion, this difference is the kinetic correlation energy, provided that a Slater determinant attains the minimum \(T(x_0)\).

```lean
/-- On `[0, 1]` the rise `T(x 1) - T(x 0)` is the integral of `W(x s) - W(x 1)` over the
coupling, and it is nonnegative. -/
theorem kinetic_correlation (h : IsAdiabaticPath S T W 0 1 x) :
    T (x 1) - T (x 0) = ∫ s in (0 : ℝ)..1, (W (x s) - W (x 1)) ∧ 0 ≤ T (x 1) - T (x 0) := by
  obtain ⟨hI, hE⟩ := adiabatic_connection zero_le_one h
  have h0 := (h 0 ⟨le_rfl, zero_le_one⟩).2 _ (h 1 ⟨zero_le_one, le_rfl⟩).1
  rw [intervalIntegral.integral_sub hI (continuous_const.intervalIntegrable _ _),
    intervalIntegral.integral_const, smul_eq_mul]
  unfold energy at hE h0
  constructor <;> linarith
```

## (g) A path with a jump

*Task.* Take \(S=\{0,1\}\), \(T(y)=y/2\), \(W(y)=1-y\), and \(x_s=0\) for \(s<\tfrac12\), \(x_s=1\) otherwise. Show that this is an adiabatic path on \([0,1]\), with \(g=1\) below \(\tfrac12\) and \(g=0\) from \(\tfrac12\) on.

```lean
/-- A path on the two states `0` and `1` that switches at coupling `1/2`. -/
def jumpPath (s : ℝ) : ℝ := if s < 1 / 2 then 0 else 1
```

*Solution.* The two energies are \(E_s(0)=s\) and \(E_s(1)=\tfrac12\). State \(0\) is lowest for \(s<\tfrac12\), state \(1\) for \(s>\tfrac12\), and at \(s=\tfrac12\) they are degenerate. Then \(W(0)=1\) and \(W(1)=0\) give the values of \(g\). In Lean, `split_ifs` separates the two ranges of \(s\) and `rintro y (rfl | rfl)` compares with both states. The model is a bare level crossing with no density constraint.

```lean
/-- For `T y = y / 2` and `W y = 1 - y` on the states `{0, 1}`, `jumpPath` is a path of
minimisers, and its interaction energy is `1` below coupling `1/2` and `0` from there on. -/
theorem adiabaticPath_witness :
    IsAdiabaticPath ({0, 1} : Set ℝ) (fun y => y / 2) (fun y => 1 - y) 0 1 jumpPath ∧
      (∀ s : ℝ, s < 1 / 2 → 1 - jumpPath s = 1) ∧ (∀ s : ℝ, 1 / 2 ≤ s → 1 - jumpPath s = 0) := by
  refine ⟨fun s _ => ?_, fun s hs => ?_, fun s hs => ?_⟩
  · unfold jumpPath energy
    split_ifs with hc
    · refine ⟨by simp, ?_⟩
      rintro y (rfl | rfl) <;> beta_reduce <;> linarith
    · refine ⟨by simp, ?_⟩
      have hc' := not_lt.mp hc
      rintro y (rfl | rfl) <;> beta_reduce <;> linarith
  · rw [jumpPath, if_pos hs, sub_zero]
  · rw [jumpPath, if_neg (not_lt.mpr hs), sub_self]
```

The numbers that follow, and the remarks on quadrature, are worked on paper and have no Lean statement of their own. With \(F_s=\min(s,\tfrac12)\), one has \(F_1-F_0=\tfrac12\), while \(\int_0^1 g(s)\,ds=1\cdot\tfrac12+0\cdot\tfrac12=\tfrac12\). The kinetic part is \(T(1)-T(0)=\tfrac12\).

Suppose \(g\) is evaluated on the grid \(s_k=k\delta\), \(k=0,\dots,m\), with \(\delta=1/m\) for a positive integer \(m\), by one minimisation over \(S\) per point. Summing (a) over the steps, the right and left Riemann sums bracket \(F_1-F_0\), with gap \(\delta\,(g(0)-g(1))\). For \(\delta=\tfrac14\) the grid values are \(1,1,0,0,0\), so the right sum is \(\tfrac14\), the left sum is \(\tfrac12\), and the gap is \(\tfrac14\). A computed \(g\) that rises with \(s\) contradicts (b) and shows that the computed values are not those of exact minimisers over one fixed set \(S\).

## (h) Constrained search on a lattice

The finite type `n` now labels an orthonormal many-body basis, and \(\psi\) is a complex vector over it. For a matrix \(A\), `expval` is \(\langle A\rangle_\psi=\operatorname{Re}\,\psi^\dagger A\psi\), with `star ψ` the complex conjugate. Because of the real part, hermiticity is not required, and for Hermitian \(A\) and normalised \(\psi\) this is the usual expectation value.

```lean
variable {n ι : Type*} [Fintype n]

/-- Real part of the expectation value `⟨ψ|A|ψ⟩`. -/
def expval (A : Matrix n n ℂ) (ψ : n → ℂ) : ℝ := (star ψ ⬝ᵥ A *ᵥ ψ).re
```

Sites \(i\) are labelled by `ι`, with occupation operators \(N_i\) and target density \(\rho_i\). The admissible set consists of vectors with \(\psi^\dagger\psi=1\) and \(\langle N_i\rangle_\psi=\rho_i\) for all \(i\). The \(N_i\) are arbitrary matrices, so neither a sharp particle number nor the statistics is imposed by the definition; they enter through the choice of basis and matrices, while \(\rho\) fixes the mean of \(\sum_i N_i\) when the sites are finite in number.

```lean
/-- Normalised wavefunctions whose site occupations `⟨N i⟩` equal the density `ρ i`. -/
def densityShell (N : ι → Matrix n n ℂ) (ρ : ι → ℝ) : Set (n → ℂ) :=
  {ψ | star ψ ⬝ᵥ ψ = 1 ∧ ∀ i, expval (N i) ψ = ρ i}
```

*Task.* Let \(T_m\), \(W_m\) (`Tm`, `Wm`) be matrices. Suppose that for each \(s\in[0,1]\) the number \(F_s\) is the least value of \(\langle T_m+sW_m\rangle\) over the admissible set (`hF`, through `IsLeast`) and is attained at an admissible \(\psi_s\) (`hψ`). Show that \(\langle W_m\rangle_{\psi_s}\) is integrable on \([0,1]\) with integral \(F_1-F_0\).

*Solution.* For real \(s\) and any vector \(\varphi\),
\[\operatorname{Re}\,\varphi^\dagger(T_m+sW_m)\varphi=\langle T_m\rangle_\varphi+s\,\langle W_m\rangle_\varphi ,\]
which is `lin`. The expectation value is therefore \(E_s\) with \(T=\langle T_m\rangle\) and \(W=\langle W_m\rangle\). Since \(\psi_s\) has energy \(F_s\) and \(F_s\) bounds the energies of admissible states from below, \(s\mapsto\psi_s\) is an adiabatic path (`hp`). Part (e) applies, and `hψ` at \(s=0\) and \(s=1\) identifies the endpoint energies with \(F_0\) and \(F_1\).

In density functional theory this is the fixed-density link between the non-interacting (\(s=0\)) and interacting (\(s=1\)) functionals, here for pure states in finite dimension with minimisers given. The integrand is the full \(\langle W_m\rangle_{\psi_s}\): the Hartree term, whose subtraction defines the exchange–correlation energy, is not separated off, and \(\psi_s\) is not required to be a ground state of any external potential.

```lean
/-- Lattice constrained search: if `F s` is the minimum of `⟨T + s W⟩` over normalised states
of density `ρ`, attained at `ψ s`, then `⟨W⟩` in `ψ s` is integrable with integral `F 1 - F 0`. -/
theorem lattice_adiabatic_connection (Tm Wm : Matrix n n ℂ) (N : ι → Matrix n n ℂ)
    (ρ : ι → ℝ) (F : ℝ → ℝ) (ψ : ℝ → n → ℂ)
    (hF : ∀ s ∈ Icc (0 : ℝ) 1, IsLeast (expval (Tm + (s : ℂ) • Wm) '' densityShell N ρ) (F s))
    (hψ : ∀ s ∈ Icc (0 : ℝ) 1,
      ψ s ∈ densityShell N ρ ∧ expval (Tm + (s : ℂ) • Wm) (ψ s) = F s) :
    IntervalIntegrable (fun s => expval Wm (ψ s)) volume 0 1 ∧
      F 1 - F 0 = ∫ s in (0 : ℝ)..1, expval Wm (ψ s) := by
  -- the expectation value is affine in the coupling
  have lin : ∀ (s : ℝ) (φ : n → ℂ),
      energy (expval Tm) (expval Wm) s φ = expval (Tm + (s : ℂ) • Wm) φ := by
    intro s φ
    have hs : ((s : ℂ) • Wm) *ᵥ φ = (s : ℂ) • (Wm *ᵥ φ) := by
      ext i
      simp [Matrix.mulVec, dotProduct, Finset.mul_sum, mul_assoc]
    unfold energy expval
    rw [Matrix.add_mulVec, hs, dotProduct_add, dotProduct_smul, smul_eq_mul, Complex.add_re,
      Complex.mul_re, Complex.ofReal_re, Complex.ofReal_im, zero_mul, sub_zero]
  have hp : IsAdiabaticPath (densityShell N ρ) (expval Tm) (expval Wm) 0 1 ψ := by
    intro s hs
    refine ⟨(hψ s hs).1, fun y hy => ?_⟩
    rw [lin, lin, (hψ s hs).2]
    exact (hF s hs).2 ⟨y, hy, rfl⟩
  obtain ⟨hI, hE⟩ := adiabatic_connection zero_le_one hp
  rw [lin, lin, (hψ 1 ⟨zero_le_one, le_rfl⟩).2, (hψ 0 ⟨le_rfl, zero_le_one⟩).2] at hE
  exact ⟨hI, hE⟩

end

end AdiabaticConnection
```

```lean
#print axioms AdiabaticConnection.adiabatic_connection
#print axioms AdiabaticConnection.kinetic_correlation
#print axioms AdiabaticConnection.lattice_adiabatic_connection
```

```
'AdiabaticConnection.adiabatic_connection' depends on axioms: [propext, Classical.choice, Quot.sound]
'AdiabaticConnection.kinetic_correlation' depends on axioms: [propext, Classical.choice, Quot.sound]
'AdiabaticConnection.lattice_adiabatic_connection' depends on axioms: [propext, Classical.choice, Quot.sound]
```
